# Relaxation does not raise the Coulomb term when the repulsion and the sign-reversed response are positive semidefinite

Suppose a density has one component, the repulsion is $J=1$, and the sign-reversed response is $X=-\tfrac12$. A frontier density $g$ relaxes to the density $f$ that solves the screening equation $f+XJf=g$. Here $f=2g$, and relaxation doubles the Coulomb contribution to the hardness. With $X=-1$ and $g\neq0$ there is no relaxed density at all. Neither happens when $X$ and $J$ are real symmetric positive semidefinite matrices: $f$ exists, is unique, and satisfies

$$0\le\langle g,Jf\rangle\le\langle g,Jg\rangle,$$

with equality on the right exactly when $f=g$. In density-functional theory this bounds the Coulomb part $\langle g,Jf\rangle$ of the hardness, within linear response, a finite representation and a screening equation without an exchange–correlation kernel.

## The relaxed density obeys the screening equation

Here $g$ is the frontier orbital density, $f$ the relaxed Fukui function, and $-X$ the static density response of the non-interacting Kohn–Sham electrons to a change in their total potential, at fixed occupations. The potential $Jf$ induces the density $-XJf$, so $f=g-XJf$. As charge is added, the same potential shifts the frontier orbital energy at the rate $\langle g,Jf\rangle$ per electron, which is the Coulomb part of the hardness.

```lean
import Mathlib

open Matrix

namespace FukuiRelaxation

variable {n : Type*} [Fintype n]
```

`pairing A u v` is $\langle u,Av\rangle$, with the plain dot product.

```lean
/-- The pairing `⟨u, A v⟩` of two densities (or two potentials) through a matrix `A`. -/
def pairing (A : Matrix n n ℝ) (u v : n → ℝ) : ℝ := u ⬝ᵥ A *ᵥ v
```

`IsRelaxed` is the screening equation. It imposes neither normalisation nor charge conservation.

```lean
/-- The density `f` is the relaxed Fukui function of the frontier density `g`:
it solves the screening equation `f + X J f = g`. -/
def IsRelaxed (X J : Matrix n n ℝ) (g f : n → ℝ) : Prop :=
  f + X *ᵥ (J *ᵥ f) = g
```

A trial potential $w$ has energy $E(w)=\langle w,Xw\rangle+\langle g-Xw,J(g-Xw)\rangle$, with the usual factors $\tfrac12$ omitted from both terms.

```lean
/-- The energy of a trial relaxation: a potential `w` induces the density `-X w` at the
cost `⟨w, X w⟩`, and the total density `g - X w` repels itself through `J`. -/
def relaxationEnergy (X J : Matrix n n ℝ) (g w : n → ℝ) : ℝ :=
  pairing X w w + pairing J (g - X *ᵥ w) (g - X *ᵥ w)
```

Without the equation $f$ is arbitrary: $f=2g$ violates the upper bound whenever $\langle g,Jg\rangle>0$.

## Response and repulsion are reciprocal

Symmetry says that site $i$ acts on site $j$ as $j$ acts on $i$. `PosSemidef` includes it, and it gives $\langle u,Av\rangle=\langle v,Au\rangle$.

```lean
variable {A X J : Matrix n n ℝ} {f g : n → ℝ}

lemma pairing_comm (hA : A.PosSemidef) (u v : n → ℝ) :
    pairing A u v = pairing A v u := by
  have hT : Aᵀ = A := by
    ext i j
    simpa using hA.isHermitian.apply i j
  calc u ⬝ᵥ A *ᵥ v = u ᵥ* A ⬝ᵥ v := Matrix.dotProduct_mulVec _ _ _
    _ = (Aᵀ *ᵥ u) ⬝ᵥ v := by rw [Matrix.mulVec_transpose]
    _ = v ⬝ᵥ A *ᵥ u := by rw [hT, dotProduct_comm]
```

Nonnegative quadratic forms alone are not enough. If $X$ and $J$ are both the rotation by $90^\circ$ in the plane, both forms vanish, yet $XJ=-1$ and the equation reads $0=g$.

## Neither matrix has a negative direction

For $X$, positivity means that no static perturbation raises the energy of the Kohn–Sham electrons at second order, as holds in their ground state. For $J$, it means that no charge distribution has negative self-repulsion. The opening example shows what a negative $X$ does; with $X=1$, $J=-\tfrac12$ and $g\neq0$, the lower bound fails, since $\langle g,Jf\rangle=-g^2$.

```lean
lemma pairing_nonneg (hA : A.PosSemidef) (u : n → ℝ) : 0 ≤ pairing A u u := by
  simpa [pairing] using hA.dotProduct_mulVec_nonneg u
```

With symmetry, the form of a difference expands as usual.

```lean
lemma pairing_sub (hA : A.PosSemidef) (u v : n → ℝ) :
    pairing A (u - v) (u - v) = pairing A u u - 2 * pairing A u v + pairing A v v := by
  have h := pairing_comm hA u v
  unfold pairing at *
  rw [Matrix.mulVec_sub, sub_dotProduct, dotProduct_sub, dotProduct_sub]
  linarith
```

If $\langle u,Au\rangle=0$, then $Au=0$. Put $s=\langle Au,Au\rangle$ and $c=\langle Au,A(Au)\rangle\ge0$. On $(c+1)u-sAu$ the form equals $-2(c+1)s^2+cs^2=-(c+2)s^2$. It must be nonnegative, so $s=0$. The call to `nlinarith` does this last step.

```lean
/-- For a positive semidefinite matrix `A`, a vector with `⟨u, A u⟩ = 0` produces
no response at all: `A u = 0`. -/
theorem mulVec_eq_zero_of_pairing (hA : A.PosSemidef) {u : n → ℝ}
    (hu : pairing A u u = 0) : A *ᵥ u = 0 := by
  have hs : ∀ (a b : ℝ) (x y : n → ℝ),
      pairing A (a • x) (b • y) = a * b * pairing A x y := by
    intro a b x y
    simp only [pairing, Matrix.mulVec_smul, smul_dotProduct, dotProduct_smul, smul_eq_mul]
    ring
  have hc := pairing_nonneg hA (A *ᵥ u)
  have huy : pairing A u (A *ᵥ u) = (A *ᵥ u) ⬝ᵥ (A *ᵥ u) := pairing_comm hA _ _
  -- test positivity on a combination of `u` and `A u`
  have h := pairing_nonneg hA ((pairing A (A *ᵥ u) (A *ᵥ u) + 1) • u
    - ((A *ᵥ u) ⬝ᵥ (A *ᵥ u)) • (A *ᵥ u))
  rw [pairing_sub hA, hs, hs, hs, hu, huy] at h
  generalize pairing A (A *ᵥ u) (A *ᵥ u) = c at h hc
  have h0 : (A *ᵥ u) ⬝ᵥ (A *ᵥ u) = 0 := by
    generalize (A *ᵥ u) ⬝ᵥ (A *ᵥ u) = s at h
    have h2 : s ^ 2 = 0 := by
      nlinarith [mul_nonneg hc (sq_nonneg s), sq_nonneg s]
    exact pow_eq_zero_iff (two_ne_zero) |>.1 h2
  exact dotProduct_self_eq_zero.1 h0
```

Pairing the screening equation with $Jf$ gives

$$\langle g,Jf\rangle=\langle f,Jf\rangle+\langle Jf,XJf\rangle .$$

Both terms on the right are nonnegative, which is the lower bound.

```lean
/-- The screened Coulomb term splits into the self-repulsion of the relaxed density and
the cost of the relaxation: `⟨g, J f⟩ = ⟨f, J f⟩ + ⟨J f, X J f⟩`. -/
theorem screened_coulomb_split (h : IsRelaxed X J g f) :
    pairing J g f = pairing J f f + pairing X (J *ᵥ f) (J *ᵥ f) := by
  have h' : f + X *ᵥ (J *ᵥ f) = g := h
  rw [← h']
  unfold pairing
  rw [add_dotProduct, dotProduct_comm (X *ᵥ (J *ᵥ f))]
```

## The density has finitely many components

This is a finite basis or grid. If $g=0$, the split forces $\langle Jf,XJf\rangle=0$, hence $XJf=0$ and $f=0$. So $T=1+XJ$ is injective.

The device that turns this into existence is `LinearMap.injective_iff_surjective`: a linear map from a finite-dimensional space to itself is injective exactly when it is surjective. `T` is built so that `T f = g` unfolds to `IsRelaxed X J g f`, and no inverse matrix is needed. In infinite dimension an injective map may miss some $g$, and existence would need another argument.

```lean
/-- For positive semidefinite `X` and `J`, every frontier density has exactly one
relaxed Fukui function. -/
theorem existsUnique_relaxed (hX : X.PosSemidef) (hJ : J.PosSemidef) (g : n → ℝ) :
    ∃! f, IsRelaxed X J g f := by
  let T : (n → ℝ) →ₗ[ℝ] (n → ℝ) := LinearMap.id + X.mulVecLin ∘ₗ J.mulVecLin
  -- without a frontier density there is nothing to relax
  have inj : Function.Injective T := by
    refine (injective_iff_map_eq_zero T).2 fun f hf => ?_
    have h' : f + X *ᵥ (J *ᵥ f) = 0 := hf
    have e := screened_coulomb_split (X := X) (J := J) (g := 0) (f := f) h'
    have z : pairing J 0 f = 0 := by simp [pairing]
    have hx := mulVec_eq_zero_of_pairing hX (u := J *ᵥ f)
      (by linarith [pairing_nonneg hJ f, pairing_nonneg hX (J *ᵥ f)])
    rwa [hx, add_zero] at h'
  obtain ⟨f, hf⟩ := LinearMap.injective_iff_surjective.1 inj g
  exact ⟨f, hf, fun f' hf' => inj (show T f' = T f from Eq.trans hf' hf.symm)⟩
```

## Positivity makes relaxation a minimisation

Let $v=Jf$ and $d=w-v$. Then $g-Xw=f-Xd$, and

$$\begin{aligned}
\langle w,Xw\rangle&=\langle v,Xv\rangle+2\langle v,Xd\rangle+\langle d,Xd\rangle,\\
\langle f-Xd,J(f-Xd)\rangle&=\langle f,Jf\rangle-2\langle v,Xd\rangle+\langle Xd,JXd\rangle.
\end{aligned}$$

The cross terms cancel on adding, and the split gives

$$E(w)=\langle g,Jf\rangle+\langle d,Xd\rangle+\langle Xd,JXd\rangle .$$

In Lean, `e3` rewrites the cross term and `linarith` adds up.

```lean
/-- Completing the square, for positive semidefinite `X` and `J` and a solution `f` of the screening
equation `f + X J f = g`: a trial potential that misses `J f` by `d` costs `⟨d, X d⟩ + ⟨X d, J X d⟩`
more than `⟨g, J f⟩`. -/
theorem relaxationEnergy_eq (hX : X.PosSemidef) (hJ : J.PosSemidef)
    (h : IsRelaxed X J g f) (w : n → ℝ) :
    relaxationEnergy X J g w = pairing J g f + pairing X (w - J *ᵥ f) (w - J *ᵥ f)
      + pairing J (X *ᵥ (w - J *ᵥ f)) (X *ᵥ (w - J *ᵥ f)) := by
  have h' : f + X *ᵥ (J *ᵥ f) = g := h
  have e1 : g - X *ᵥ w = f - X *ᵥ (w - J *ᵥ f) := by
    rw [← h', Matrix.mulVec_sub]
    abel
  have e2 := screened_coulomb_split h
  -- the cross term of the Coulomb energy cancels that of the relaxation cost
  have e3 : pairing J f (X *ᵥ (w - J *ᵥ f))
      = pairing X (J *ᵥ f) w - pairing X (J *ᵥ f) (J *ᵥ f) := by
    rw [pairing_comm hJ]
    unfold pairing
    rw [dotProduct_comm (X *ᵥ (w - J *ᵥ f)), Matrix.mulVec_sub, dotProduct_sub]
  have e4 := pairing_comm hX w (J *ᵥ f)
  have e5 := pairing_sub hX w (J *ᵥ f)
  rw [relaxationEnergy, e1, pairing_sub hJ f]
  linarith
```

Both extra terms are nonnegative and vanish at $w=Jf$, so $\langle g,Jf\rangle$ is the minimum.

```lean
/-- Variational principle, for positive semidefinite `X` and `J` and a solution `f` of the screening
equation `f + X J f = g`: the screened Coulomb term `⟨g, J f⟩` is the minimum of the relaxation
energy over all trial potentials. -/
theorem screened_coulomb_isLeast (hX : X.PosSemidef) (hJ : J.PosSemidef)
    (h : IsRelaxed X J g f) :
    IsLeast (Set.range (relaxationEnergy X J g)) (pairing J g f) := by
  constructor
  · refine ⟨J *ᵥ f, ?_⟩
    rw [relaxationEnergy_eq hX hJ h, sub_self]
    simp [pairing]
  · rintro _ ⟨w, rfl⟩
    rw [relaxationEnergy_eq hX hJ h w]
    linarith [pairing_nonneg hX (w - J *ᵥ f), pairing_nonneg hJ (X *ᵥ (w - J *ᵥ f))]
```

The frozen density is $w=0$, where $E(0)=\langle g,Jg\rangle$. This is the upper bound. Equality forces $\langle v,Xv\rangle=0$, so $XJf=0$ and $f=g$; the converse is immediate.

```lean
/-- For positive semidefinite `X` and `J`, each frontier density `g` has a unique relaxed
Fukui function `f`, and `0 ≤ ⟨g, J f⟩ ≤ ⟨g, J g⟩`, with equality on the right exactly
when `f = g`. -/
theorem relaxation_lowers_coulomb (hX : X.PosSemidef) (hJ : J.PosSemidef) (g : n → ℝ) :
    (∃! f, IsRelaxed X J g f) ∧ ∀ f, IsRelaxed X J g f →
      0 ≤ pairing J g f ∧ pairing J g f ≤ pairing J g g ∧
      (pairing J g f = pairing J g g ↔ f = g) := by
  refine ⟨existsUnique_relaxed hX hJ g, fun f h => ?_⟩
  have h' : f + X *ᵥ (J *ᵥ f) = g := h
  have split := screened_coulomb_split h
  -- the frozen density is the trial relaxation with zero potential
  have gap := relaxationEnergy_eq hX hJ h 0
  have z : relaxationEnergy X J g 0 = pairing J g g := by simp [relaxationEnergy, pairing]
  have p1 := pairing_nonneg hX (0 - J *ᵥ f)
  have p2 := pairing_nonneg hJ (X *ᵥ (0 - J *ᵥ f))
  refine ⟨?_, by linarith, fun e => ?_, fun e => by rw [e]⟩
  · linarith [pairing_nonneg hJ f, pairing_nonneg hX (J *ᵥ f)]
  · have hx := mulVec_eq_zero_of_pairing hX (u := 0 - J *ᵥ f) (by linarith)
    rw [zero_sub, Matrix.mulVec_neg, neg_eq_zero] at hx
    rwa [hx, add_zero] at h'
```

A companion bound, $\langle f,Jf\rangle\le\langle g,Jf\rangle$, follows from the split and needs positivity of $X$ only.

```lean
/-- For positive semidefinite `X`, the self-repulsion `⟨f, J f⟩` of the relaxed density is
at most `⟨g, J f⟩`, with equality exactly when `f = g`. -/
theorem self_repulsion_le (hX : X.PosSemidef) (h : IsRelaxed X J g f) :
    pairing J f f ≤ pairing J g f ∧ (pairing J f f = pairing J g f ↔ f = g) := by
  have h' : f + X *ᵥ (J *ᵥ f) = g := h
  have split := screened_coulomb_split h
  refine ⟨by linarith [pairing_nonneg hX (J *ᵥ f)], fun e => ?_, fun e => by rw [e]⟩
  have hx := mulVec_eq_zero_of_pairing hX (u := J *ᵥ f) (by linarith)
  rwa [hx, add_zero] at h'
```

## Two sites exchanging charge

Take $X=\begin{pmatrix}1&-1\\-1&1\end{pmatrix}$, $J=\begin{pmatrix}2&1\\1&2\end{pmatrix}$ and $g=(1,0)$. Here $XJ=X$, so the equations are $2f_0-f_1=1$ and $-f_0+2f_1=0$, with solution $f=(\tfrac23,\tfrac13)$. Then $Jf=(\tfrac53,\tfrac43)$, and the Coulomb term falls from $\langle g,Jg\rangle=2$ to $\langle g,Jf\rangle=\tfrac53$. Lean checks positivity by writing the two forms as $(x_0-x_1)^2$ and $x_0^2+x_1^2+(x_0+x_1)^2$.

```lean
/-- Two sites exchanging charge: the frontier density `(1, 0)` relaxes to `(2/3, 1/3)`,
and the Coulomb term falls from `2` to `5/3`. -/
theorem two_site_witness :
    (!![1, -1; -1, 1] : Matrix (Fin 2) (Fin 2) ℝ).PosSemidef ∧
    (!![2, 1; 1, 2] : Matrix (Fin 2) (Fin 2) ℝ).PosSemidef ∧
    IsRelaxed !![1, -1; -1, 1] !![2, 1; 1, 2] ![1, 0] ![2 / 3, 1 / 3] ∧
    pairing !![2, 1; 1, 2] ![1, 0] ![1, 0] = 2 ∧
    pairing !![2, 1; 1, 2] ![1, 0] ![2 / 3, 1 / 3] = 5 / 3 := by
  refine ⟨?_, ?_, ?_, ?_, ?_⟩
  · refine Matrix.PosSemidef.of_dotProduct_mulVec_nonneg ?_ fun x => ?_
    · ext i j
      fin_cases i <;> fin_cases j <;> simp
    · have e : star x ⬝ᵥ !![1, -1; -1, 1] *ᵥ x = (x 0 - x 1) ^ 2 := by
        simp [Matrix.mulVec, dotProduct, Fin.sum_univ_two]
        ring
      rw [e]
      positivity
  · refine Matrix.PosSemidef.of_dotProduct_mulVec_nonneg ?_ fun x => ?_
    · ext i j
      fin_cases i <;> fin_cases j <;> simp
    · have e : star x ⬝ᵥ !![2, 1; 1, 2] *ᵥ x = x 0 ^ 2 + x 1 ^ 2 + (x 0 + x 1) ^ 2 := by
        simp [Matrix.mulVec, dotProduct, Fin.sum_univ_two]
        ring
      rw [e]
      positivity
  · unfold IsRelaxed
    ext i
    fin_cases i <;> norm_num [Matrix.mulVec, dotProduct, Fin.sum_univ_two]
  · norm_num [pairing, Matrix.mulVec, dotProduct, Fin.sum_univ_two]
  · norm_num [pairing, Matrix.mulVec, dotProduct, Fin.sum_univ_two]

end FukuiRelaxation
```

```lean
#print axioms FukuiRelaxation.screened_coulomb_isLeast
#print axioms FukuiRelaxation.relaxation_lowers_coulomb
#print axioms FukuiRelaxation.self_repulsion_le
```

```
'FukuiRelaxation.screened_coulomb_isLeast' depends on axioms: [propext, Classical.choice, Quot.sound]
'FukuiRelaxation.relaxation_lowers_coulomb' depends on axioms: [propext, Classical.choice, Quot.sound]
'FukuiRelaxation.self_repulsion_le' depends on axioms: [propext, Classical.choice, Quot.sound]
```
